# Antisymmetric odd moments of harmonic force constants, and circular transverse eigenvectors under threefold symmetry

## Transverse sound along a threefold axis

Send a transverse sound wave along a threefold axis of a crystal. Elasticity theory gives the two transverse polarisations the same speed. In a crystal without inversion symmetry, the two circular polarisations can still differ slightly in frequency, and a linearly polarised wave then turns its plane of polarisation as it travels. This is acoustic activity.

The effect can be sought in the long-wave expansion of the dynamical matrix. Take a crystal with one site per cell and unit mass. Let $\Phi(R)$ be the real matrix of force constants at separation $R$, and let $S$ be a finite set of separations closed under $R\to -R$. For the wave vector $q$,

$$D(q)=\sum_{R\in S}\Phi(R)\,e^{iq\cdot R},\qquad M_k(q)=\sum_{R\in S}(q\cdot R)^k\,\Phi(R).$$

The eigenvalues of $D(q)$ are squared frequencies. The term of order $k$ in its expansion is $i^kM_k(q)/k!$, so the cubic term is $-iM_3(q)/6$.

## Parity of the moments

Mixed second derivatives of the energy are equal, and by translation invariance the force constants depend only on the separation; together these give $\Phi(-R)=\Phi(R)^T$. For odd $k$, use this relation and then rename $R\to -R$:

$$M_k^T=\sum_R (q\cdot R)^k\,\Phi(-R)=\sum_R(-q\cdot R)^k\,\Phi(R)=-M_k.$$

If instead $\Phi(-R)=\Phi(R)$, which is inversion symmetry about a site, the same renaming gives

$$M_k=\sum_R(-q\cdot R)^k\,\Phi(-R)=-M_k,$$

so $M_k=0$. This second argument does not use the transpose relation.

The transpose relation also makes $D$ Hermitian:

$$D^\dagger=\sum_R\Phi(R)^Te^{-iq\cdot R}=\sum_R\Phi(-R)\,e^{iq\cdot(-R)}=D.$$

## The form that rotation symmetry leaves

Let $H$ be a Hermitian $2\times2$ matrix with indices $0,1$ that commutes with the rotation by $\theta$, where $\sin\theta\neq0$. Comparing the entries $00$ and $01$ of the two products gives

$$\sin\theta\,H_{01}=-\sin\theta\,H_{10},\qquad \sin\theta\,H_{00}=\sin\theta\,H_{11}.$$

Hence $H_{10}=-H_{01}$ and $H_{11}=H_{00}$. Hermiticity makes $H_{00}$ real, and $H_{10}=\overline{H_{01}}$ then makes $H_{01}$ imaginary:

$$H=\begin{pmatrix}a&ib\\-ib&a\end{pmatrix},\qquad a,b\in\mathbb R.$$

Conversely, this matrix is Hermitian. With $J=\begin{pmatrix}0&1\\-1&0\end{pmatrix}$ it equals $a\mathbf 1+ibJ$, and the rotation equals $\cos\theta\,\mathbf 1-\sin\theta\,J$, so the two commute.

Direct multiplication gives

$$H\begin{pmatrix}1\\i\end{pmatrix}=\begin{pmatrix}a-b\\i(a-b)\end{pmatrix},\qquad H\begin{pmatrix}1\\-i\end{pmatrix}=\begin{pmatrix}a+b\\-i(a+b)\end{pmatrix}.$$

The normalised polarisations are $(1,\pm i)/\sqrt2$, with eigenvalues $a\mp b$. When $\Phi$ is the $2\times2$ transverse block and $H=D(q)$, the first row gives

$$a=\operatorname{Re}D_{00}=\sum_R\Phi_{00}(R)\cos(q\cdot R),\qquad b=\operatorname{Im}D_{01}=\sum_R\Phi_{01}(R)\sin(q\cdot R).$$

With inversion symmetry the sine sum cancels in pairs and the two waves are degenerate; this last remark is an argument by hand and not a theorem of the file.

## How the Lean statements describe the crystal

- A separation is a vector `d → ℝ` with finitely many components. `S` is a finite set of such vectors, and nothing requires them to lie on a lattice.
- `moment S Φ q k` is $M_k(q)$, `dyn S Φ q` is $D(q)$, and `rot θ` is the rotation of the transverse plane.
- `hS` says that `S` is closed under inversion, `hΦ` is the transpose relation, and `hI` is inversion symmetry.
- `circular_waves` takes $\Phi$ to be the $2\times2$ transverse block and assumes, in `hq`, that $D(q)$ commutes with the rotation by $2\pi/3$. Physically, this stands for a threefold axis along $q$; it is not derived from a space group.

The model is harmonic and of finite range. With one site per cell, a lattice of structureless atoms has inversion symmetry, so a non-zero $b$ stands for handed units or an effective coupling. Within this model, and where $b\neq0$, the transverse phonon eigenvectors computed along the axis should come out circular.

## The Lean file

```lean
import Mathlib

open Matrix

namespace AcousticActivity

noncomputable section

variable {d n : Type*} [Fintype d]

/-- The moment of order `k` of the force constants along the wave vector `q`: the sum of `(q·R)^k
Φ(R)` over the separations `R` in `S`. -/
def moment (S : Finset (d → ℝ)) (Φ : (d → ℝ) → Matrix n n ℝ) (q : d → ℝ) (k : ℕ) :
    Matrix n n ℝ :=
  ∑ R ∈ S, (q ⬝ᵥ R) ^ k • Φ R

/-- The dynamical matrix at wave vector `q` for unit mass: the sum of `Φ(R) exp(i q·R)`. -/
def dyn (S : Finset (d → ℝ)) (Φ : (d → ℝ) → Matrix n n ℝ) (q : d → ℝ) : Matrix n n ℂ :=
  Matrix.of fun i j => ∑ R ∈ S, (Φ R i j : ℂ) * Complex.exp (((q ⬝ᵥ R : ℝ) : ℂ) * Complex.I)

/-- Rotation of the transverse plane by the angle `θ`. -/
def rot (θ : ℝ) : Matrix (Fin 2) (Fin 2) ℂ :=
  !![((Real.cos θ : ℝ) : ℂ), -((Real.sin θ : ℝ) : ℂ);
     ((Real.sin θ : ℝ) : ℂ), ((Real.cos θ : ℝ) : ℂ)]

omit [Fintype d] in
/-- A sum over a finite set of vectors closed under negation is unchanged by `R → -R`. -/
theorem sum_neg {M : Type*} [AddCommMonoid M] {S : Finset (d → ℝ)}
    (hS : ∀ R ∈ S, -R ∈ S) (f : (d → ℝ) → M) : ∑ R ∈ S, f (-R) = ∑ R ∈ S, f R :=
  Finset.sum_nbij' (fun R => -R) (fun R => -R) hS hS
    (fun R _ => neg_neg R) (fun R _ => neg_neg R) (fun _ _ => rfl)

/-- If `S` is closed under `R → -R` and `Φ(-R) = Φ(R)ᵀ` on `S`, every odd moment of `Φ` over `S` is
an antisymmetric matrix. -/
theorem odd_moment_antisymm {S : Finset (d → ℝ)} {Φ : (d → ℝ) → Matrix n n ℝ}
    (hS : ∀ R ∈ S, -R ∈ S) (hΦ : ∀ R ∈ S, Φ (-R) = (Φ R)ᵀ) (q : d → ℝ) {k : ℕ} (hk : Odd k) :
    (moment S Φ q k)ᵀ = -moment S Φ q k := by
  have h := sum_neg hS (fun R => (q ⬝ᵥ R) ^ k • Φ R)
  beta_reduce at h
  unfold moment
  rw [← h, ← Finset.sum_neg_distrib, h, Matrix.transpose_sum]
  refine Finset.sum_congr rfl fun R hR => ?_
  rw [Matrix.transpose_smul, hΦ R hR, dotProduct_neg, hk.neg_pow, neg_smul, neg_neg]

/-- If `S` is closed under `R → -R` and `Φ(-R) = Φ(R)` on `S`, every odd moment of `Φ` over `S`
vanishes. -/
theorem odd_moment_eq_zero {S : Finset (d → ℝ)} {Φ : (d → ℝ) → Matrix n n ℝ}
    (hS : ∀ R ∈ S, -R ∈ S) (hI : ∀ R ∈ S, Φ (-R) = Φ R) (q : d → ℝ) {k : ℕ} (hk : Odd k) :
    moment S Φ q k = 0 := by
  have h : ∑ R ∈ S, (q ⬝ᵥ (-R)) ^ k • Φ (-R) = moment S Φ q k :=
    sum_neg hS (fun R => (q ⬝ᵥ R) ^ k • Φ R)
  have h' : ∑ R ∈ S, (q ⬝ᵥ (-R)) ^ k • Φ (-R) = -moment S Φ q k := by
    unfold moment
    rw [← Finset.sum_neg_distrib]
    refine Finset.sum_congr rfl fun R hR => ?_
    rw [hI R hR, dotProduct_neg, hk.neg_pow, neg_smul]
  -- the moment equals its own negative
  ext i j
  have e := congrArg (fun M : Matrix n n ℝ => M i j) (h.symm.trans h')
  simp only [Matrix.neg_apply] at e
  simp only [Matrix.zero_apply]
  linarith

/-- If `S` is closed under `R → -R` and `Φ(-R) = Φ(R)ᵀ` on `S`, the dynamical matrix is Hermitian at
every wave vector. -/
theorem dyn_isHermitian {S : Finset (d → ℝ)} {Φ : (d → ℝ) → Matrix n n ℝ}
    (hS : ∀ R ∈ S, -R ∈ S) (hΦ : ∀ R ∈ S, Φ (-R) = (Φ R)ᵀ) (q : d → ℝ) :
    (dyn S Φ q).IsHermitian := by
  ext i j
  have h := sum_neg hS
    (fun R => (Φ R i j : ℂ) * Complex.exp (((q ⬝ᵥ R : ℝ) : ℂ) * Complex.I))
  beta_reduce at h
  simp only [Matrix.conjTranspose_apply, dyn, Matrix.of_apply]
  refine Eq.trans ?_ h
  rw [star_sum]
  refine Finset.sum_congr rfl fun R hR => ?_
  rw [hΦ R hR, Matrix.transpose_apply, dotProduct_neg, ← starRingEnd_apply, map_mul,
    Complex.conj_ofReal, ← Complex.exp_conj, map_mul, Complex.conj_ofReal, Complex.conj_I,
    Complex.ofReal_neg, mul_neg, neg_mul]

/-- For `sin θ ≠ 0`, a 2×2 matrix is Hermitian and commutes with the rotation by `θ` exactly
when it has the form `[[a, ib], [-ib, a]]` with `a`, `b` real. -/
theorem hermitian_commute_rot_iff {θ : ℝ} (hs : Real.sin θ ≠ 0) (H : Matrix (Fin 2) (Fin 2) ℂ) :
    (H.IsHermitian ∧ H * rot θ = rot θ * H) ↔
      ∃ a b : ℝ, H = !![(a : ℂ), Complex.I * b; -Complex.I * b, (a : ℂ)] := by
  constructor
  · rintro ⟨hH, hc⟩
    have hs' : ((Real.sin θ : ℝ) : ℂ) ≠ 0 := Complex.ofReal_ne_zero.mpr hs
    have e00 : rot θ 0 0 = ((Real.cos θ : ℝ) : ℂ) := rfl
    have e01 : rot θ 0 1 = -((Real.sin θ : ℝ) : ℂ) := rfl
    have e10 : rot θ 1 0 = ((Real.sin θ : ℝ) : ℂ) := rfl
    have e11 : rot θ 1 1 = ((Real.cos θ : ℝ) : ℂ) := rfl
    have h00 := congrArg (fun M : Matrix (Fin 2) (Fin 2) ℂ => M 0 0) hc
    have h01 := congrArg (fun M : Matrix (Fin 2) (Fin 2) ℂ => M 0 1) hc
    simp only [Matrix.mul_apply, Fin.sum_univ_two, e00, e01, e10, e11] at h00 h01
    -- commutation fixes the pattern of entries
    have k1 : H 0 1 = -H 1 0 := mul_left_cancel₀ hs' (by linear_combination h00)
    have k2 : H 1 1 = H 0 0 := mul_left_cancel₀ hs' (by linear_combination h01)
    -- hermiticity fixes which parts are real
    have g0 := congrArg Complex.im (hH.apply 0 0)
    have g1 := congrArg Complex.re (hH.apply 0 1)
    have g2 := congrArg Complex.re k1
    simp only [Complex.star_def, Complex.conj_im, Complex.conj_re, Complex.neg_re] at g0 g1 g2
    have p0 : H 0 0 = ((H 0 0).re : ℂ) :=
      Complex.ext (by simp) (by rw [Complex.ofReal_im]; linarith)
    have p1 : H 0 1 = Complex.I * ((H 0 1).im : ℂ) :=
      Complex.ext (by simp; linarith) (by simp)
    have p2 : H 1 0 = -Complex.I * ((H 0 1).im : ℂ) := by linear_combination k1 - p1
    refine ⟨(H 0 0).re, (H 0 1).im, ?_⟩
    ext i j
    fin_cases i <;> fin_cases j
    exacts [p0, p1, p2, k2.trans p0]
  · rintro ⟨a, b, rfl⟩
    constructor
    · ext i j
      fin_cases i <;> fin_cases j <;> simp [Matrix.conjTranspose_apply]
    · ext i j
      fin_cases i <;> fin_cases j <;>
        simp [rot, Matrix.mul_apply, Fin.sum_univ_two] <;> ring

/-- The circular polarisations `(1, i)` and `(1, -i)` are eigenvectors of
`[[a, ib], [-ib, a]]` with eigenvalues `a - b` and `a + b`. -/
theorem circular_eigenvectors (a b : ℝ) :
    !![(a : ℂ), Complex.I * b; -Complex.I * b, (a : ℂ)] *ᵥ ![1, Complex.I]
        = ((a - b : ℝ) : ℂ) • ![1, Complex.I] ∧
    !![(a : ℂ), Complex.I * b; -Complex.I * b, (a : ℂ)] *ᵥ ![1, -Complex.I]
        = ((a + b : ℝ) : ℂ) • ![1, -Complex.I] := by
  constructor
  · ext i
    fin_cases i <;> simp [Matrix.mulVec, dotProduct, Fin.sum_univ_two] <;>
      first | linear_combination (b : ℂ) * Complex.I_mul_I | ring
  · ext i
    fin_cases i <;> simp [Matrix.mulVec, dotProduct, Fin.sum_univ_two] <;>
      first | linear_combination (-b : ℂ) * Complex.I_mul_I | ring

/-- Let `S` be closed under `R → -R` and let `Φ(-R) = Φ(R)ᵀ` on `S`. If the transverse dynamical
matrix at `q` commutes with the rotation by `2π/3`, the circular waves are its eigenvectors, with
eigenvalues `∑ Φ₀₀ cos(q·R) ∓ ∑ Φ₀₁ sin(q·R)`. -/
theorem circular_waves {S : Finset (d → ℝ)} {Φ : (d → ℝ) → Matrix (Fin 2) (Fin 2) ℝ}
    (hS : ∀ R ∈ S, -R ∈ S) (hΦ : ∀ R ∈ S, Φ (-R) = (Φ R)ᵀ) (q : d → ℝ)
    (hq : dyn S Φ q * rot (2 * Real.pi / 3) = rot (2 * Real.pi / 3) * dyn S Φ q) :
    dyn S Φ q *ᵥ ![1, Complex.I] =
      ((∑ R ∈ S, Φ R 0 0 * Real.cos (q ⬝ᵥ R) - ∑ R ∈ S, Φ R 0 1 * Real.sin (q ⬝ᵥ R) : ℝ) : ℂ)
        • ![1, Complex.I] ∧
    dyn S Φ q *ᵥ ![1, -Complex.I] =
      ((∑ R ∈ S, Φ R 0 0 * Real.cos (q ⬝ᵥ R) + ∑ R ∈ S, Φ R 0 1 * Real.sin (q ⬝ᵥ R) : ℝ) : ℂ)
        • ![1, -Complex.I] := by
  have hs : Real.sin (2 * Real.pi / 3) ≠ 0 :=
    (Real.sin_pos_of_pos_of_lt_pi (by positivity) (by linarith [Real.pi_pos])).ne'
  obtain ⟨a, b, h⟩ := (hermitian_commute_rot_iff hs _).mp ⟨dyn_isHermitian hS hΦ q, hq⟩
  -- read off `a` and `b` from the first row
  have ha : ∑ R ∈ S, Φ R 0 0 * Real.cos (q ⬝ᵥ R) = a := by
    have e : (dyn S Φ q 0 0).re = a := by rw [h]; simp
    simpa only [dyn, Matrix.of_apply, Complex.re_sum, Complex.re_ofReal_mul,
      Complex.exp_ofReal_mul_I_re] using e
  have hb : ∑ R ∈ S, Φ R 0 1 * Real.sin (q ⬝ᵥ R) = b := by
    have e : (dyn S Φ q 0 1).im = b := by rw [h]; simp
    simpa only [dyn, Matrix.of_apply, Complex.im_sum, Complex.im_ofReal_mul,
      Complex.exp_ofReal_mul_I_im] using e
  rw [ha, hb, h]
  exact circular_eigenvectors a b

/-- Sites of a chain up to second neighbours. -/
def sites : Finset (Fin 1 → ℝ) :=
  ({-2, -1, 0, 1, 2} : Finset ℝ).map ⟨fun x _ => x, fun _ _ h => congrFun h 0⟩

/-- Diagonal coupling: 24 on site, -12 to first and 0 to second neighbours. -/
def stretch (x : ℝ) : ℝ := 2 * (x ^ 2 - 4) * (5 * x ^ 2 - 3)

/-- Handed coupling: ±12 to first and ∓6 to second neighbours at `±x`. -/
def twist (x : ℝ) : ℝ := 17 * x - 5 * x ^ 3

/-- Transverse force constants of the handed chain. -/
def chain (R : Fin 1 → ℝ) : Matrix (Fin 2) (Fin 2) ℝ :=
  !![stretch (R 0), twist (R 0); -twist (R 0), stretch (R 0)]

/-- The handed chain meets the hypotheses of `circular_waves` at every `q`; at `q = 1` its first
moment vanishes and its third moment is a non-zero antisymmetric matrix. -/
theorem circular_waves_witness :
    (∀ R ∈ sites, -R ∈ sites) ∧ (∀ R ∈ sites, chain (-R) = (chain R)ᵀ) ∧
    (∀ q, dyn sites chain q * rot (2 * Real.pi / 3)
      = rot (2 * Real.pi / 3) * dyn sites chain q) ∧
    moment sites chain (fun _ => 1) 1 = 0 ∧
    moment sites chain (fun _ => 1) 3 = !![0, -72; 72, 0] := by
  have hsum : ∀ f : (Fin 1 → ℝ) → Matrix (Fin 2) (Fin 2) ℝ, ∑ R ∈ sites, f R =
      f (fun _ => -2) + (f (fun _ => -1) + (f (fun _ => 0) + (f (fun _ => 1) +
        f (fun _ => 2)))) := by
    intro f
    rw [sites, Finset.sum_map, Finset.sum_insert, Finset.sum_insert, Finset.sum_insert,
      Finset.sum_insert, Finset.sum_singleton] <;> norm_num
    rfl
  refine ⟨?_, ?_, ?_, ?_, ?_⟩
  · intro R hR
    obtain ⟨x, hx, rfl⟩ := Finset.mem_map.mp hR
    refine Finset.mem_map.mpr ⟨-x, ?_, rfl⟩
    simp only [Finset.mem_insert, Finset.mem_singleton] at hx ⊢
    rcases hx with rfl | rfl | rfl | rfl | rfl <;> norm_num
  · intro R _
    ext i j
    fin_cases i <;> fin_cases j <;> simp [chain, stretch, twist] <;> ring
  · intro q
    have e1 : dyn sites chain q 1 1 = dyn sites chain q 0 0 := by simp [dyn, chain]
    have e2 : dyn sites chain q 1 0 = -dyn sites chain q 0 1 := by simp [dyn, chain]
    ext i j
    fin_cases i <;> fin_cases j <;>
      simp [Matrix.mul_apply, Fin.sum_univ_two, rot, e1, e2] <;> ring
  · rw [moment, hsum]
    ext i j
    fin_cases i <;> fin_cases j <;> norm_num [chain, stretch, twist, dotProduct]
  · rw [moment, hsum]
    ext i j
    fin_cases i <;> fin_cases j <;> norm_num [chain, stretch, twist, dotProduct]

end

end AcousticActivity
```

```lean
#print axioms AcousticActivity.odd_moment_antisymm
#print axioms AcousticActivity.odd_moment_eq_zero
#print axioms AcousticActivity.circular_waves
```

```
'AcousticActivity.odd_moment_antisymm' depends on axioms: [propext, Classical.choice, Quot.sound]
'AcousticActivity.odd_moment_eq_zero' depends on axioms: [propext, Classical.choice, Quot.sound]
'AcousticActivity.circular_waves' depends on axioms: [propext, Classical.choice, Quot.sound]
```

## How the proofs follow the calculation

`sum_neg` is the renaming $R\to -R$, and the parity and hermiticity proofs rest on it. In `odd_moment_antisymm` the sums are then compared term by term, with `hk.neg_pow` supplying the sign of an odd power. `odd_moment_eq_zero` evaluates one sum in two ways, as $M_k$ and as $-M_k$, and `linarith` concludes entry by entry. `dyn_isHermitian` conjugates each exponential.

In `hermitian_commute_rot_iff`, `h00` and `h01` are the two entries of the commutation relation. Cancelling $\sin\theta$ gives `k1` and `k2`, the pattern of entries. The facts `g0`, `g1` and `g2` take real and imaginary parts, from which `p0`, `p1` and `p2` assemble the normal form. The converse is checked entry by entry, as are the two products in `circular_eigenvectors`.

`circular_waves` first shows $\sin(2\pi/3)>0$, since the angle lies between $0$ and $\pi$. It then applies the normal form to $D(q)$ and identifies $a$ and $b$ with the cosine and sine sums in `ha` and `hb`.

## A chain with a non-zero cubic moment

`circular_waves_witness` shows that the hypotheses admit a handed example. The chain has sites at $0,\pm1,\pm2$. Its diagonal couplings are $24$ on site, $-12$ to first neighbours and $0$ to second neighbours; $\Phi_{01}$ is $\pm12$ at $\pm1$ and $\mp6$ at $\pm2$. For $q=1$, the $01$ entries of the first and third moments are

$$2(12)+2\cdot2(-6)=0,\qquad 2(12)+2\cdot8(-6)=-72.$$

The diagonal entries vanish because `stretch` is even. In the proof, `hsum` writes the sum over the five sites explicitly, and `norm_num` evaluates it. The chain satisfies the commutation hypothesis at every $q$, because $D_{11}=D_{00}$ and $D_{10}=-D_{01}$ follow directly from the form of `chain`. By hand, its squared frequencies are $24(1-\cos q)(1\mp\sin q)$. They are never negative, but one of them vanishes at $q=\pi/2$ and the other at $q=-\pi/2$, so the chain is only marginally stable; it is an illustration and not a model of a real material.
